# For two successive steps of equal rate, N independent trajectories speed up the fastest passage only as √N

A molecule must cross two barriers in turn, and a simulator runs \(N\) independent replicas, stopping at the first complete passage. With a single exponential step, the mean wait would fall by a factor \(N\). Here no replica can finish before it has reached the intermediate. How much is gained?

Both steps are irreversible and first order, with the same rate constant \(k\).

```lean
import Mathlib

open MeasureTheory ProbabilityTheory Filter Set Topology

namespace TwoStepFastestPassage

noncomputable section
```

**(a) Survival from the rate equations.** Let \(a,b\) be the populations of the initial and intermediate states, with \(a'=-ka\), \(b'=ka-kb\), \(a(0)=1\), \(b(0)=0\). Show that
\[a(t)+b(t)=S_k(t):=(1+kt)e^{-kt}.\]

*Solution.* Since \((ae^{kt})'=0\), we have \(ae^{kt}=1\). Then \((be^{kt}-kt)'=k\,ae^{kt}-k=0\), so \(be^{kt}=kt\). Add the two and multiply by \(e^{-kt}\).

In Lean, \(S_k(t)\) is `survival k t`. Two further definitions serve later parts: `fastestMean k N`, written \(F_N\) below, is an integral not yet identified as a mean, and `fastest` is the minimum over a nonempty finite set of trajectories.

```lean
/-- Probability that a passage of two successive steps, each of rate `k`, is not yet complete
at time `t ≥ 0`. -/
def survival (k t : ℝ) : ℝ := (1 + k * t) * Real.exp (-(k * t))

/-- The integral over positive times of the `N`-th power of the survival probability. -/
def fastestMean (k : ℝ) (N : ℕ) : ℝ := ∫ t in Ioi (0 : ℝ), survival k t ^ N

/-- The passage time of the fastest trajectory in a nonempty finite set `s`. -/
def fastest {Ω ι : Type*} (T : ι → Ω → ℝ) (s : Finset ι) (hs : s.Nonempty) (ω : Ω) : ℝ :=
  s.inf' hs (fun i => T i ω)
```

The two conservation laws are `h1` and `h2`.

```lean
/-- If the initial state `a` and the intermediate `b` obey the rate equations of two successive
steps of rate `k`, starting from `a = 1` and `b = 0`, their total population is `survival k`. -/
theorem survival_of_rate_equations {k : ℝ} {a b : ℝ → ℝ}
    (ha : ∀ t, HasDerivAt a (-(k * a t)) t)
    (hb : ∀ t, HasDerivAt b (k * a t - k * b t) t)
    (ha0 : a 0 = 1) (hb0 : b 0 = 0) (t : ℝ) : a t + b t = survival k t := by
  have hl : ∀ x : ℝ, HasDerivAt (fun x => k * x) k x := fun x =>
    ((hasDerivAt_id' x).const_mul k).congr_deriv (by ring)
  have hE : ∀ x : ℝ, HasDerivAt (fun x => Real.exp (k * x)) (Real.exp (k * x) * k) x :=
    fun x => (hl x).exp
  -- the integrating factor turns both equations into conservation laws
  have h1 : ∀ x, a x * Real.exp (k * x) = 1 := by
    intro x
    have d : ∀ y, HasDerivAt (fun y => a y * Real.exp (k * y)) 0 y := fun y =>
      ((ha y).fun_mul (hE y)).congr_deriv (by ring)
    have h := is_const_of_deriv_eq_zero (fun y => (d y).differentiableAt)
      (fun y => (d y).deriv) x 0
    simpa [ha0] using h
  have h2 : ∀ x, b x * Real.exp (k * x) - k * x = 0 := by
    intro x
    have d : ∀ y, HasDerivAt (fun y => b y * Real.exp (k * y) - k * y) 0 y := fun y =>
      (((hb y).fun_mul (hE y)).fun_sub (hl y)).congr_deriv (by linear_combination k * h1 y)
    have h := is_const_of_deriv_eq_zero (fun y => (d y).differentiableAt)
      (fun y => (d y).deriv) x 0
    simpa [hb0] using h
  have hm : Real.exp (k * t) * Real.exp (-(k * t)) = 1 := by
    rw [← Real.exp_add, add_neg_cancel, Real.exp_zero]
  unfold survival
  linear_combination Real.exp (-(k * t)) * h1 t + Real.exp (-(k * t)) * h2 t
    - (a t + b t) * hm
```

**(b) Bounds that are Gaussian at short times.** For \(u=kt\ge0\), show that
\[e^{-u^2/(2+u)}\le S_k(t)\le e^{-u^2/(2(1+u))}.\]

*Solution.* Write \(S_k=e^{\log(1+u)-u}\). From \(\log(1+u)\ge 2u/(2+u)\), the exponent is at least \(-u^2/(2+u)\). From \(x\le\sinh x\) at \(x=\log(1+u)\), it is at most
\[\tfrac12\Big(1+u-\tfrac1{1+u}\Big)-u=-\frac{u^2}{2(1+u)}.\]

```lean
/-- For `k t ≥ 0` the survival probability lies between two exponentials whose exponents
are `-(k t)² / (2 + k t)` and `-(k t)² / (2 (1 + k t))`. -/
theorem survival_bounds {k t : ℝ} (h : 0 ≤ k * t) :
    Real.exp (-(k * t) ^ 2 / (2 + k * t)) ≤ survival k t ∧
      survival k t ≤ Real.exp (-(k * t) ^ 2 / (1 + k * t) / 2) := by
  unfold survival
  generalize k * t = u at *
  have hp : 0 < 1 + u := by linarith
  have hS : (1 + u) * Real.exp (-u) = Real.exp (Real.log (1 + u) - u) := by
    rw [sub_eq_add_neg, Real.exp_add, Real.exp_log hp]
  rw [hS]
  constructor
  · have hl := Real.le_log_one_add_of_nonneg h
    have e : 2 * u / (u + 2) = u + -u ^ 2 / (2 + u) := by
      rw [add_comm u 2]
      have h2 : 2 + u ≠ 0 := by linarith
      field_simp
      ring
    exact Real.exp_le_exp.2 (by linarith)
  · -- `x ≤ sinh x` at `x = log (1 + u)`
    have hl := Real.self_le_sinh_iff.2 (Real.log_nonneg (by linarith : 1 ≤ 1 + u))
    rw [Real.sinh_eq, Real.exp_neg, Real.exp_log hp] at hl
    have e : (1 + u - (1 + u)⁻¹) / 2 = u + -u ^ 2 / (1 + u) / 2 := by
      field_simp
      ring
    exact Real.exp_le_exp.2 (by linarith)
```

**(c) An exponential bound for all replicas.** For \(N\ge1\) and \(kt\ge0\), show that
\[S_k(t)^N\le e^{1/2}e^{-\sqrt N\,kt/2}.\]

*Solution.* Put \(r=\sqrt N\,u\ge u\). By (b), \(S_k^N\le e^{-r^2/(2(1+u))}\), so it suffices that \((r-1)(1+u)\le r^2\), which is `key`. If \(r\le1\), the left side is at most zero; if \(r\ge1\), it is at most \((r-1)(r+1)=r^2-1\).

```lean
/-- For `k t ≥ 0` and `N ≥ 1`, the probability that `N` independent trajectories all survive
decays at least exponentially in `√N k t`. -/
theorem survival_pow_le {k t : ℝ} (h : 0 ≤ k * t) {N : ℕ} (hN : 1 ≤ N) :
    survival k t ^ N ≤ Real.exp (1 / 2) * Real.exp (-(√(N : ℝ) * (k * t) / 2)) := by
  have hb := survival_bounds h
  refine (pow_le_pow_left₀ ((Real.exp_pos _).le.trans hb.1) hb.2 N).trans ?_
  rw [← Real.exp_nat_mul, ← Real.exp_add]
  apply Real.exp_le_exp.2
  generalize k * t = u at *
  have hr : √(N : ℝ) ^ 2 = N := Real.sq_sqrt (Nat.cast_nonneg N)
  have hr1 : 1 ≤ √(N : ℝ) := Real.one_le_sqrt.2 (by exact_mod_cast hN)
  have hs : u ≤ √(N : ℝ) * u := by nlinarith
  have key : (√(N : ℝ) * u - 1) * (1 + u) ≤ (√(N : ℝ) * u) ^ 2 := by
    generalize √(N : ℝ) * u = s at *
    rcases le_total 1 s with h1 | h1
    · nlinarith [mul_nonneg (sub_nonneg.2 h1) (sub_nonneg.2 hs)]
    · nlinarith [mul_nonneg (sub_nonneg.2 h1) (by linarith : 0 ≤ 1 + u), sq_nonneg s]
  have hq := (le_div_iff₀ (by linarith : 0 < 1 + u)).2 key
  have e : (N : ℝ) * (-u ^ 2 / (1 + u) / 2) = -((√(N : ℝ) * u) ^ 2 / (1 + u)) / 2 := by
    rw [mul_pow, hr]
    ring
  rw [e]
  linarith
```

**(d) Convergence.** For \(k>0\) and \(N\ge1\), show that
\[\int_0^\infty S_k(t)^N\,dt<\infty.\]

*Solution.* The bound in (c) has integral \(2e^{1/2}/(\sqrt N\,k)\). At \(k=0\) nothing ever passes: \(S_0=1\) and the integral diverges.

```lean
/-- For `k > 0` and `N ≥ 1` the integral defining `fastestMean k N` converges. -/
theorem integrable_survival_pow {k : ℝ} (hk : 0 < k) {N : ℕ} (hN : 1 ≤ N) :
    IntegrableOn (fun t => survival k t ^ N) (Ioi 0) := by
  have hr : 0 < √(N : ℝ) := Real.sqrt_pos.2 (by exact_mod_cast hN)
  have hc : 0 < √(N : ℝ) * k / 2 := by linarith [mul_pos hr hk]
  refine Integrable.mono' (Integrable.const_mul (exp_neg_integrableOn_Ioi 0 hc)
    (Real.exp (1 / 2))) (Continuous.aestronglyMeasurable (by unfold survival; fun_prop)) ?_
  filter_upwards [ae_restrict_mem measurableSet_Ioi] with t ht
  have h0 : 0 ≤ k * t := mul_nonneg hk.le (le_of_lt ht)
  rw [Real.norm_of_nonneg (pow_nonneg ((Real.exp_pos _).le.trans (survival_bounds h0).1) _)]
  refine (survival_pow_le h0 hN).trans_eq ?_
  congr 2
  ring
```

**(e) The Gaussian limit.** For fixed \(s\ge0\), show that
\[S_1(s/\sqrt N)^N\to e^{-s^2/2}.\]

*Solution.* Set \(u=s/\sqrt N\) in (b) and take \(N\)-th powers. As \(Nu^2=s^2\), the bounds become \(e^{-s^2/(2+u)}\) and \(e^{-s^2/(2(1+u))}\). Both tend to \(e^{-s^2/2}\); these limits are `hlo` and `hhi`.

```lean
/-- On the time scale `1/√N`, at unit rate, the probability that all `N` independent
trajectories survive tends to a Gaussian in the scaled time `s ≥ 0`. -/
theorem tendsto_scaled_survival {s : ℝ} (hs : 0 ≤ s) :
    Tendsto (fun N : ℕ => survival 1 (s / √(N : ℝ)) ^ N) atTop
      (𝓝 (Real.exp (-(1 / 2) * s ^ 2))) := by
  have hu : Tendsto (fun N : ℕ => s / √(N : ℝ)) atTop (𝓝 0) :=
    tendsto_const_nhds.div_atTop (Real.tendsto_sqrt_atTop.comp tendsto_natCast_atTop_atTop)
  have hlo : Tendsto (fun N : ℕ => Real.exp (-s ^ 2 / (2 + s / √(N : ℝ)))) atTop
      (𝓝 (Real.exp (-(1 / 2) * s ^ 2))) := by
    rw [show -(1 / 2) * s ^ 2 = -s ^ 2 / (2 + 0) by ring]
    exact (Real.continuous_exp.tendsto _).comp
      (tendsto_const_nhds.div (hu.const_add 2) (by norm_num))
  have hhi : Tendsto (fun N : ℕ => Real.exp (-s ^ 2 / (1 + s / √(N : ℝ)) / 2)) atTop
      (𝓝 (Real.exp (-(1 / 2) * s ^ 2))) := by
    rw [show -(1 / 2) * s ^ 2 = -s ^ 2 / (1 + 0) / 2 by ring]
    exact (Real.continuous_exp.tendsto _).comp
      ((tendsto_const_nhds.div (hu.const_add 1) (by norm_num)).div_const 2)
  have hb : ∀ N : ℕ, 1 ≤ N →
      Real.exp (-s ^ 2 / (2 + s / √(N : ℝ))) ≤ survival 1 (s / √(N : ℝ)) ^ N ∧
      survival 1 (s / √(N : ℝ)) ^ N ≤ Real.exp (-s ^ 2 / (1 + s / √(N : ℝ)) / 2) := by
    intro N hN
    have hN0 : (N : ℝ) ≠ 0 := by exact_mod_cast (by omega : N ≠ 0)
    have b := survival_bounds (k := 1) (t := s / √(N : ℝ)) (by positivity)
    rw [one_mul] at b
    have e : s ^ 2 = N * (s / √(N : ℝ)) ^ 2 := by
      rw [div_pow, Real.sq_sqrt (Nat.cast_nonneg N)]
      field_simp
    generalize s / √(N : ℝ) = u at *
    have l := pow_le_pow_left₀ (Real.exp_pos _).le b.1 N
    have r := pow_le_pow_left₀ ((Real.exp_pos _).le.trans b.1) b.2 N
    rw [← Real.exp_nat_mul] at l r
    rw [e]
    constructor
    · refine le_trans (le_of_eq ?_) l
      congr 1
      ring
    · refine r.trans_eq ?_
      congr 1
      ring
  refine tendsto_of_tendsto_of_tendsto_of_le_of_le' hlo hhi ?_ ?_
  · filter_upwards [eventually_ge_atTop 1] with N hN using (hb N hN).1
  · filter_upwards [eventually_ge_atTop 1] with N hN using (hb N hN).2
```

**(f) The integral at large N.** For \(k>0\), show that
\[\sqrt N\,F_N\to\frac{\sqrt{\pi/2}}k,\qquad F_N=\int_0^\infty S_k(t)^N\,dt.\]

*Solution.* Substituting \(s=\sqrt N\,kt\) gives
\[\sqrt N\,F_N=\frac1k\int_0^\infty S_1(s/\sqrt N)^N\,ds.\]
By (c) the integrand is at most \(e^{1/2}e^{-s/2}\), whatever \(N\ge1\). Dominated convergence and (e) give \(\frac1k\int_0^\infty e^{-s^2/2}ds=\sqrt{\pi/2}/k\).

```lean
/-- For `k > 0`, `√N` times the integral `fastestMean k N` tends to `√(π/2) / k`. -/
theorem tendsto_sqrt_mul_fastestMean {k : ℝ} (hk : 0 < k) :
    Tendsto (fun N : ℕ => √(N : ℝ) * fastestMean k N) atTop (𝓝 (√(Real.pi / 2) / k)) := by
  -- dominated convergence in the scaled time `s = √N k t`
  have hlim : Tendsto (fun N : ℕ => ∫ s in Ioi (0 : ℝ), survival 1 (s / √(N : ℝ)) ^ N) atTop
      (𝓝 (∫ s in Ioi (0 : ℝ), Real.exp (-(1 / 2) * s ^ 2))) := by
    refine tendsto_integral_filter_of_dominated_convergence
      (fun s => Real.exp (1 / 2) * Real.exp (-(1 / 2) * s)) ?_ ?_ ?_ ?_
    · exact Eventually.of_forall fun N =>
        Continuous.aestronglyMeasurable (by unfold survival; fun_prop)
    · filter_upwards [eventually_ge_atTop 1] with N hN
      filter_upwards [ae_restrict_mem measurableSet_Ioi] with s hs
      have hs' : 0 < s := hs
      have hr : 0 < √(N : ℝ) := Real.sqrt_pos.2 (by exact_mod_cast hN)
      have h0 : 0 ≤ 1 * (s / √(N : ℝ)) := by positivity
      rw [Real.norm_of_nonneg
        (pow_nonneg ((Real.exp_pos _).le.trans (survival_bounds h0).1) _)]
      refine (survival_pow_le h0 hN).trans_eq ?_
      have e : √(N : ℝ) * (s / √(N : ℝ)) = s := by field_simp
      rw [one_mul, e]
      congr 2
      ring
    · exact Integrable.const_mul
        (exp_neg_integrableOn_Ioi 0 (by norm_num : (0 : ℝ) < 1 / 2)) _
    · filter_upwards [ae_restrict_mem measurableSet_Ioi] with s hs
      exact tendsto_scaled_survival (le_of_lt hs)
  have e : √(Real.pi / (1 / 2)) / 2 = √(Real.pi / 2) := by
    rw [show Real.pi / (1 / 2) = 2 ^ 2 * (Real.pi / 2) by ring,
      Real.sqrt_mul (by norm_num), Real.sqrt_sq (by norm_num)]
    ring
  rw [integral_gaussian_Ioi, e] at hlim
  refine (hlim.div_const k).congr' ?_
  filter_upwards [eventually_gt_atTop 0] with N hN
  have hr : 0 < √(N : ℝ) := Real.sqrt_pos.2 (by exact_mod_cast hN)
  have h := integral_comp_mul_left_Ioi (fun s => survival 1 (s / √(N : ℝ)) ^ N) 0
    (mul_pos hr hk)
  have h2 : ∀ t, survival 1 (√(N : ℝ) * k * t / √(N : ℝ)) = survival k t := by
    intro t
    have e2 : √(N : ℝ) * k * t / √(N : ℝ) = k * t := by field_simp
    rw [e2]
    simp only [survival, one_mul]
  simp only [h2, mul_zero, smul_eq_mul] at h
  have e3 : √(N : ℝ) * (√(N : ℝ) * k)⁻¹ = k⁻¹ := by field_simp
  rw [fastestMean, h, ← mul_assoc, e3]
  exact div_eq_inv_mul _ _
```

**(g) The mean of the fastest.** Let \(T_i\) be independent passage times with \(P(T_i>t)=S_k(t)\) for \(t\ge0\), \(k>0\). For the minimum \(M\) over \(n\ge1\) of them, show that the mean is finite and
\[\mathbb E[M]=\int_0^\infty S_k(t)^n\,dt.\]

*Solution.* \(M>t\) exactly when every \(T_i>t\), so independence gives \(P(M>t)=S_k(t)^n\). At \(t=0\) this is 1, so \(M>0\) almost surely and \(\mathbb E[M]=\int_0^\infty P(M>t)\,dt\), finite by (d).

In Lean, `μ` is the probability measure, `hind` is independence and \(n\) is `s.card`. The survival law `hlaw` is assumed for the random times; (a) supplies its physical motivation.

```lean
section Trajectories

variable {Ω : Type*} [MeasurableSpace Ω] {μ : Measure Ω} [IsProbabilityMeasure μ] {k : ℝ}

/-- For independent trajectories with the two-step survival law of rate `k > 0`, the fastest
passage time in a nonempty finite set has a finite mean, equal to the integral over positive
times of the survival probability to the power of the number of trajectories. -/
theorem mean_fastest {ι : Type*} {T : ι → Ω → ℝ} (hk : 0 < k) (hT : ∀ i, Measurable (T i))
    (hind : iIndepFun T μ)
    (hlaw : ∀ i t, 0 ≤ t → μ {ω | t < T i ω} = ENNReal.ofReal (survival k t))
    (s : Finset ι) (hs : s.Nonempty) :
    Integrable (fastest T s hs) μ ∧
      ∫ ω, fastest T s hs ω ∂μ = ∫ t in Ioi (0 : ℝ), survival k t ^ s.card := by
  have hnn : ∀ t, 0 ≤ t → 0 ≤ survival k t := fun t ht =>
    (Real.exp_pos _).le.trans (survival_bounds (mul_nonneg hk.le ht)).1
  have hset : ∀ t, {ω | t < fastest T s hs ω} = ⋂ i ∈ s, T i ⁻¹' Ioi t := by
    intro t
    ext ω
    simp [fastest, Finset.lt_inf'_iff]
  have hmeas : Measurable (fastest T s hs) := measurable_of_Ioi fun t => by
    change MeasurableSet {ω | t < fastest T s hs ω}
    rw [hset]
    exact s.measurableSet_biInter fun i _ => hT i measurableSet_Ioi
  -- the fastest is still under way exactly when all are: probabilities multiply
  have hprob : ∀ t, 0 ≤ t →
      μ {ω | t < fastest T s hs ω} = ENNReal.ofReal (survival k t ^ s.card) := by
    intro t ht
    have h := hind.measure_inter_preimage_eq_mul s (sets := fun _ => Ioi t)
      (fun i _ => measurableSet_Ioi)
    have h' : ∀ i ∈ s, μ (T i ⁻¹' Ioi t) = ENNReal.ofReal (survival k t) :=
      fun i _ => hlaw i t ht
    rw [hset, h, Finset.prod_congr rfl h', Finset.prod_const, ENNReal.ofReal_pow (hnn t ht)]
  have hpos : 0 ≤ᵐ[μ] fastest T s hs := by
    have h1 : μ {ω | 0 < fastest T s hs ω} = 1 := by
      rw [hprob 0 le_rfl]
      simp [survival]
    have h2 : ∀ᵐ ω ∂μ, 0 < fastest T s hs ω :=
      (mem_ae_iff_prob_eq_one (hmeas measurableSet_Ioi)).2 h1
    filter_upwards [h2] with ω hω using le_of_lt hω
  have hi0 : 0 ≤ᵐ[volume.restrict (Ioi (0 : ℝ))] fun t => survival k t ^ s.card := by
    filter_upwards [ae_restrict_mem measurableSet_Ioi] with t ht
    exact pow_nonneg (hnn t (le_of_lt ht)) _
  -- the mean as an integral of the survival probability
  have hL : ∫⁻ ω, ENNReal.ofReal (fastest T s hs ω) ∂μ =
      ENNReal.ofReal (∫ t in Ioi (0 : ℝ), survival k t ^ s.card) := by
    rw [lintegral_eq_lintegral_meas_lt μ hpos hmeas.aemeasurable,
      ofReal_integral_eq_lintegral_ofReal (integrable_survival_pow hk hs.card_pos) hi0]
    exact setLIntegral_congr_fun measurableSet_Ioi (fun t ht => hprob t (le_of_lt ht))
  refine ⟨⟨hmeas.aestronglyMeasurable, (hasFiniteIntegral_iff_ofReal hpos).2 ?_⟩, ?_⟩
  · rw [hL]
    exact ENNReal.ofReal_lt_top
  · rw [integral_eq_lintegral_of_nonneg_ae hpos hmeas.aestronglyMeasurable, hL,
      ENNReal.toReal_ofReal (integral_nonneg_of_ae hi0)]
```

**(h) The fastest of many.** For an infinite sequence \(T_0,T_1,\dots\) of such times, show that
\[\sqrt{N+1}\;\mathbb E[\min(T_0,\dots,T_N)]\to\frac{\sqrt{\pi/2}}k.\]

*Solution.* By (g) the mean is \(F_{N+1}\); shift the index in (f).

The common survival law alone would not suffice: if all \(T_i\) are the same variable, the mean of the minimum does not depend on \(N\), and the product diverges.

```lean
/-- For independent trajectories with the two-step survival law of rate `k > 0`, the mean
passage time of the fastest of `N + 1`, multiplied by `√(N + 1)`, tends to `√(π/2) / k`. -/
theorem tendsto_sqrt_mul_mean_fastest {T : ℕ → Ω → ℝ} (hk : 0 < k)
    (hT : ∀ i, Measurable (T i)) (hind : iIndepFun T μ)
    (hlaw : ∀ i t, 0 ≤ t → μ {ω | t < T i ω} = ENNReal.ofReal (survival k t)) :
    Tendsto (fun N : ℕ => √((N + 1 : ℕ) : ℝ) *
      ∫ ω, fastest T (Finset.range (N + 1)) (Finset.card_pos.1 (by simp)) ω ∂μ) atTop
      (𝓝 (√(Real.pi / 2) / k)) := by
  refine ((tendsto_sqrt_mul_fastestMean hk).comp (tendsto_add_atTop_nat 1)).congr fun N => ?_
  rw [(mean_fastest hk hT hind hlaw _ _).2, Finset.card_range]
  rfl

end Trajectories
```

**(i) One trajectory.** For \(k>0\), show that
\[F_1=\frac2k.\]

*Solution.* An antiderivative of \(S_k\) is \(-(kt+2)e^{-kt}/k\), which rises from \(-2/k\) at \(t=0\) to 0 at infinity. This smallest case is two mean waits of \(1/k\).

```lean
/-- For `k > 0` the integral for a single trajectory equals `2 / k`. -/
theorem fastestMean_one {k : ℝ} (hk : 0 < k) : fastestMean k 1 = 2 / k := by
  have hder : ∀ t : ℝ, HasDerivAt (fun t => -((k * t + 2) * Real.exp (-(k * t))) / k)
      (survival k t ^ 1) t := by
    intro t
    have hd : HasDerivAt (fun x => k * x) k t :=
      ((hasDerivAt_id' t).const_mul k).congr_deriv (by ring)
    refine (((hd.add_const 2).fun_mul hd.fun_neg.exp).fun_neg.div_const k).congr_deriv ?_
    rw [pow_one, survival, div_eq_iff hk.ne']
    ring
  have hlim : Tendsto (fun t => -((k * t + 2) * Real.exp (-(k * t))) / k) atTop (𝓝 0) := by
    have h := (((Real.tendsto_pow_mul_exp_neg_atTop_nhds_zero 1).add
      ((Real.tendsto_pow_mul_exp_neg_atTop_nhds_zero 0).const_mul 2)).neg.div_const k).comp
      (tendsto_id.const_mul_atTop hk)
    simp only [mul_zero, add_zero, neg_zero, zero_div] at h
    refine h.congr fun t => ?_
    simp only [Function.comp_apply, id_eq]
    ring
  rw [fastestMean, integral_Ioi_of_hasDerivAt_of_tendsto' (fun t _ => hder t)
    (integrable_survival_pow hk le_rfl) hlim]
  simp [neg_div]
```

**(j) The speedup.** For \(k>0\), show that
\[\frac{F_1}{F_N\sqrt N}\to\frac2{\sqrt{\pi/2}}.\]

*Solution.* Divide (i) by the limit in (f); \(k\) cancels.

For replica simulations of this equal-rate, irreversible two-step model, a hundredfold increase in a large number of replicas therefore shortens the mean wait only about tenfold.

```lean
/-- For `k > 0` the speedup, the ratio of `fastestMean` for one trajectory to that for `N`,
grows as `√N` with prefactor `2 / √(π/2)`. -/
theorem tendsto_speedup_div_sqrt {k : ℝ} (hk : 0 < k) :
    Tendsto (fun N : ℕ => fastestMean k 1 / fastestMean k N / √(N : ℝ)) atTop
      (𝓝 (2 / √(Real.pi / 2))) := by
  have hp : 0 < √(Real.pi / 2) := Real.sqrt_pos.2 (by positivity)
  have h := (tendsto_const_nhds (x := fastestMean k 1)).div
    (tendsto_sqrt_mul_fastestMean hk) (div_pos hp hk).ne'
  have e : fastestMean k 1 / (√(Real.pi / 2) / k) = 2 / √(Real.pi / 2) := by
    rw [fastestMean_one hk, div_div_div_cancel_right₀ hk.ne']
  rw [e] at h
  refine h.congr fun N => ?_
  rw [div_div, mul_comm (fastestMean k N)]
  rfl

end

end TwoStepFastestPassage
```

```lean
#print axioms TwoStepFastestPassage.survival_of_rate_equations
#print axioms TwoStepFastestPassage.mean_fastest
#print axioms TwoStepFastestPassage.tendsto_sqrt_mul_mean_fastest
#print axioms TwoStepFastestPassage.tendsto_speedup_div_sqrt
```

```
'TwoStepFastestPassage.survival_of_rate_equations' depends on axioms: [propext, Classical.choice, Quot.sound]
'TwoStepFastestPassage.mean_fastest' depends on axioms: [propext, Classical.choice, Quot.sound]
'TwoStepFastestPassage.tendsto_sqrt_mul_mean_fastest' depends on axioms: [propext, Classical.choice, Quot.sound]
'TwoStepFastestPassage.tendsto_speedup_div_sqrt' depends on axioms: [propext, Classical.choice, Quot.sound]
```
